# For \(3\times3\) matrices the cubic term cancels in \(\det g+\det(1-g)\), and diagonal T1 elements of quasi-free states without pairing are nonnegative

For every \(3\times3\) complex matrix \(g\), with rows and columns labelled \(0,1,2\),
\[
\det g+\det(1-g)=1-\operatorname{tr}g+m_{01}+m_{02}+m_{12},\qquad m_{ij}=g_{ii}g_{jj}-g_{ij}g_{ji}.
\]
Call the right-hand side \(t(g)\). If \(g\) and \(1-g\) are Hermitian positive semidefinite, then \(t(g)\) is real and nonnegative, and it vanishes exactly when both determinants vanish. When \(g\) is the block of a one-particle density matrix on three orthonormal orbitals, \(t(g)\) is the diagonal element of the T1 matrix of a quasi-free fermion state without pairing, with that element defined by its Wick determinants.

## Three particles and three holes

Let \(a_p^\dagger\) and \(a_p\) create and annihilate a fermion in orbital \(p\) of an orthonormal basis. The one-particle density matrix is \(\gamma_{pq}=\langle a_q^\dagger a_p\rangle\), and the anticommutation relation gives the hole matrix \(\langle a_pa_q^\dagger\rangle=\delta_{pq}-\gamma_{pq}\). Both \(\gamma\) and \(1-\gamma\) are positive semidefinite in any state. The first condition says that the occupation of every orbital is at least zero, and the second is the Pauli principle: the occupation is at most one.

For a triple of indices \(I=(I_0,I_1,I_2)\) put \(A_I=a_{I_2}a_{I_1}a_{I_0}\). The T1 matrix has elements
\[
T_1(I,J)=\langle A_J^\dagger A_I\rangle+\langle A_IA_J^\dagger\rangle ,
\]
a three-particle element plus a three-hole element. For three distinct indices and number operators \(\hat n_a=a_{I_a}^\dagger a_{I_a}\), the diagonal element is the expectation value of
\[
\hat n_0\hat n_1\hat n_2+(1-\hat n_0)(1-\hat n_1)(1-\hat n_2)=1-\sum_a\hat n_a+\sum_{a<b}\hat n_a\hat n_b .
\]
The three-body term drops out, so the element depends on one- and two-particle densities only.

A quasi-free state without pairing, such as a Slater determinant or the grand-canonical thermal state of non-interacting fermions, obeys Wick's theorem with \(\gamma\) and \(1-\gamma\) as the only contractions. Write \(M[I,J]\) for the \(3\times3\) matrix with entries \(M_{I_aJ_b}\). Then
\[
T_1(I,J)=\det\gamma[I,J]+\det(1-\gamma)[I,J],
\]
and the pair density \(\langle\hat n_a\hat n_b\rangle\) is the minor \(m_{ab}\) of \(g=\gamma[I,I]\), a direct term minus an exchange term. T1 is one of the necessary conditions imposed on trial two-particle density matrices in variational calculations; for quasi-free states without pairing, its elements diagonal in three orthonormal orbitals are nonnegative as soon as \(\gamma\) and \(1-\gamma\) are positive semidefinite.

## The Lean objects and the theorems about them

The basis is an index type `n`, and \(\gamma\) is a `Matrix n n ℂ`. A triple is a map `Fin 3 → n`, and `γ.submatrix I J` is \(\gamma[I,J]\). No operators or states occur: `t1Element γ I J` is defined as the sum of the two determinants, so Wick's theorem enters as a definition and is not derived. The minor \(m_{ij}\) is `pairMinor g i j`, the expression \(t(g)\) is `t1Reduced g`, and `occupations x y z` is the diagonal matrix with real entries \(x,y,z\). The predicate `PosSemidef` includes Hermiticity. Inequalities are between complex numbers, and \(0\le w\) means that \(w\) is real and nonnegative.

The identities carry no hypothesis on the matrices. The theorem `det_add_det_one_sub` is the identity at the top. The theorem `det_add_det_sub` replaces the unit matrix by an arbitrary \(3\times3\) matrix \(S\):
\[
\det g+\det(S-g)=\det S-\operatorname{tr}(\operatorname{adj}S\;g)+\operatorname{tr}(\operatorname{adj}g\;S),
\]
where \(\operatorname{adj}\) is the adjugate, the transposed matrix of cofactors. The theorem `t1Element_eq` applies this with \(S=1[I,J]\), whose entries are \(\delta_{I_aJ_b}\), and \(g=\gamma[I,J]\). It covers every pair of triples, repeated indices included, and expresses each element through terms of degree zero, one and two in \(\gamma\).

The inequalities assume both positivity conditions. For a \(3\times3\) matrix, `t1Reduced_nonneg` gives \(0\le t(g)\) and `t1Reduced_eq_zero_iff` gives the case of equality. For a finite basis, `t1Reduced_orbitals_nonneg` gives \(0\le t(C^\dagger\gamma C)\), where the columns of \(C\) hold the coefficients of three orbitals and the hypothesis `Cᴴ * C = 1` makes them orthonormal. With \(b_\alpha^\dagger=\sum_pC_{p\alpha}a_p^\dagger\) one has \(\langle b_\beta^\dagger b_\alpha\rangle=(C^\dagger\gamma C)_{\alpha\beta}\), so this is the density matrix on the new orbitals. For three distinct basis indices, expressed by `Function.Injective I`, `t1Element_diag` gives \(T_1(I,I)=t(\gamma[I,I])\) and \(0\le t(\gamma[I,I])\), without assuming the basis finite. A basis with fewer than three orbitals admits no such \(C\) and no such \(I\), and these two theorems then say nothing.

The T1 condition in its usual meaning is positive semidefiniteness of the whole matrix \(T_1(I,J)\), that is \(\langle A^\dagger A+AA^\dagger\rangle\ge0\) for every superposition \(A=\sum_Ic_IA_I\) with complex coefficients \(c_I\). The inequalities here treat the case in which \(A\) is a single product of three annihilators of orthonormal orbitals. Correlated states and states with pairing contractions \(\langle a_pa_q\rangle\neq0\) are not covered. In such states the diagonal element is still nonnegative, being the expectation value of a sum of two projectors, but it is in general not given by \(t(g)\).

## Cancellation of the cubic term

The determinant of a \(3\times3\) matrix \(M\) is
\[
\det M=M_{00}M_{11}M_{22}-M_{00}M_{12}M_{21}-M_{01}M_{10}M_{22}+M_{01}M_{12}M_{20}+M_{02}M_{10}M_{21}-M_{02}M_{11}M_{20}.
\]
For \(M=1-g\) the diagonal entries are \(1-g_{ii}\) and the off-diagonal entries are \(-g_{ij}\), so
\[
\begin{aligned}
\det(1-g)={}&(1-g_{00})(1-g_{11})(1-g_{22})-(1-g_{00})g_{12}g_{21}-(1-g_{22})g_{01}g_{10}\\
&-g_{01}g_{12}g_{20}-g_{02}g_{10}g_{21}-(1-g_{11})g_{02}g_{20}.
\end{aligned}
\]
Collect terms by degree in \(g\). Degree zero gives \(1\). Degree one gives \(-(g_{00}+g_{11}+g_{22})=-\operatorname{tr}g\). Degree two gives
\[
(g_{00}g_{11}-g_{01}g_{10})+(g_{00}g_{22}-g_{02}g_{20})+(g_{11}g_{22}-g_{12}g_{21})=m_{01}+m_{02}+m_{12}.
\]
Degree three gives the six terms of \(\det g\), each with the opposite sign. Adding \(\det g\) removes them and leaves \(t(g)\).

For general \(S\), use linearity of the determinant in each column. Column \(k\) of \(S-g\) is \(s_k-g_k\), where \(s_k\) and \(g_k\) are the columns of \(S\) and \(g\), and \(\det(S-g)\) splits into eight terms. Taking all columns from \(S\) gives \(\det S\). Taking only column \(k\) from \(g\) gives minus the determinant of \(S\) with column \(k\) replaced by \(g_k\), which by cofactor expansion along that column is \((\operatorname{adj}S\;g)_{kk}\); the sum over \(k\) is \(-\operatorname{tr}(\operatorname{adj}S\;g)\). Taking only column \(k\) from \(S\) gives, with sign \((-1)^2\), the determinant of \(g\) with column \(k\) replaced by \(s_k\), and the sum is \(\operatorname{tr}(\operatorname{adj}g\;S)\). Taking all columns from \(g\) gives \((-1)^3\det g\). At \(S=1\) the adjugate of \(S\) is the unit matrix and the diagonal entries of \(\operatorname{adj}g\) are \(m_{12},m_{02},m_{01}\), in agreement with the first expansion.

## Positivity from two determinants

A Hermitian positive semidefinite matrix has real nonnegative eigenvalues, and its determinant is their product. Hence \(\det g\ge0\) and \(\det(1-g)\ge0\), and \(t(g)\ge0\) as their sum. A sum of two nonnegative numbers is zero exactly when both are zero. In terms of eigenvalues, equality means that the three-orbital space contains one orbital that is certainly empty and one that is certainly filled.

For three orbitals in a larger basis put \(g=C^\dagger\gamma C\). It is Hermitian, and for any vector \(v\) with three components \(v^\dagger gv=(Cv)^\dagger\gamma(Cv)\ge0\). Orthonormality gives
\[
C^\dagger(1-\gamma)C=C^\dagger C-C^\dagger\gamma C=1-g,
\]
and the same argument applied to \(1-\gamma\) makes \(1-g\) positive semidefinite. For distinct basis indices \(\delta_{I_aI_b}=\delta_{ab}\), so \((1-\gamma)[I,I]=1-\gamma[I,I]\). A principal block of a positive semidefinite matrix is positive semidefinite, since its quadratic form is that of the whole matrix on vectors supported on the triple.

## Diagonal occupations

For \(g=\operatorname{diag}(x,y,z)\) the hole matrix is \(\operatorname{diag}(1-x,1-y,1-z)\) and
\[
t(g)=xyz+(1-x)(1-y)(1-z).
\]
For occupations between zero and one this reads as the probability that three independently occupied orbitals are all filled or all empty. The theorem `occupations_spec` states this formula for all real \(x,y,z\), together with two implications: nonnegative occupations make \(g\) positive semidefinite, and occupations at most one make \(1-g\) positive semidefinite. The theorem `t1Reduced_witness` treats two cases that satisfy both conditions: \((1,0,\tfrac12)\) gives \(0+0=0\), so the bound is attained, and \((\tfrac12,\tfrac12,\tfrac12)\) gives \(\tfrac18+\tfrac18=\tfrac14\). The theorem `t1Reduced_neg_of_one_condition` shows that either condition alone is insufficient. Occupations \((2,0,0)\) have \(g\) positive semidefinite and give \(0+(-1)(1)(1)=-1\). Occupations \((-1,1,1)\) have \(1-g\) positive semidefinite and give \(-1+2\cdot0\cdot0=-1\). Neither set occurs in a fermion state, since the first exceeds the Pauli bound and the second contains a negative occupation; they are counter-examples at the level of matrices only.

## The Lean source

```lean
import Mathlib

open Matrix
open scoped ComplexOrder

namespace QuasiFreeT1

noncomputable section

variable {n : Type*} [DecidableEq n]

/-- The principal 2 by 2 minor of `g` on the orbitals `i` and `j`: the Wick determinant for
the pair. -/
def pairMinor (g : Matrix (Fin 3) (Fin 3) ℂ) (i j : Fin 3) : ℂ :=
  (g.submatrix ![i, j] ![i, j]).det

/-- One minus the trace of `g` plus the sum of its three principal 2 by 2 minors. -/
def t1Reduced (g : Matrix (Fin 3) (Fin 3) ℂ) : ℂ :=
  1 - g.trace + (pairMinor g 0 1 + pairMinor g 0 2 + pairMinor g 1 2)

/-- The quasi-free T1 element between index triples `I` and `J`: the three-particle Wick
determinant of `γ` plus the three-hole Wick determinant of `1 - γ`. -/
def t1Element (γ : Matrix n n ℂ) (I J : Fin 3 → n) : ℂ :=
  (γ.submatrix I J).det + ((1 - γ).submatrix I J).det

/-- The diagonal 3 by 3 complex matrix with arbitrary real diagonal entries `x`, `y`, `z`. -/
def occupations (x y z : ℝ) : Matrix (Fin 3) (Fin 3) ℂ :=
  diagonal ![(x : ℂ), (y : ℂ), (z : ℂ)]

/-- For 3 by 3 matrices, `det g + det (S - g)` equals
`det S - tr (adj S * g) + tr (adj g * S)`: the term cubic in `g` cancels. -/
theorem det_add_det_sub (S g : Matrix (Fin 3) (Fin 3) ℂ) :
    g.det + (S - g).det = S.det - (S.adjugate * g).trace + (g.adjugate * S).trace := by
  simp only [det_fin_three, trace_fin_three, Matrix.mul_apply, Fin.sum_univ_three,
    Matrix.sub_apply]
  simp [adjugate_fin_three]
  ring

/-- Every quasi-free T1 element is `det S - tr (adj S * g) + tr (adj g * S)`, where `S` and
`g` are the `I, J` blocks of the identity and of `γ`. -/
theorem t1Element_eq (γ : Matrix n n ℂ) (I J : Fin 3 → n) :
    t1Element γ I J =
      ((1 : Matrix n n ℂ).submatrix I J).det
        - (((1 : Matrix n n ℂ).submatrix I J).adjugate * γ.submatrix I J).trace
        + ((γ.submatrix I J).adjugate * (1 : Matrix n n ℂ).submatrix I J).trace := by
  have h : (1 - γ).submatrix I J
      = (1 : Matrix n n ℂ).submatrix I J - γ.submatrix I J := by
    ext a b
    simp only [submatrix_apply, Matrix.sub_apply]
  rw [t1Element, h, det_add_det_sub]

/-- For every 3 by 3 complex matrix, `det g + det (1 - g)` equals one minus the trace plus
the sum of the three principal 2 by 2 minors. -/
theorem det_add_det_one_sub (g : Matrix (Fin 3) (Fin 3) ℂ) :
    g.det + (1 - g).det = t1Reduced g := by
  simp only [t1Reduced, pairMinor, det_fin_three, det_fin_two, trace_fin_three,
    submatrix_apply, Matrix.sub_apply]
  simp
  ring

/-- If `g` and `1 - g` are Hermitian positive semidefinite, one minus the trace plus the
three principal 2 by 2 minors is real and nonnegative. -/
theorem t1Reduced_nonneg {g : Matrix (Fin 3) (Fin 3) ℂ}
    (hp : g.PosSemidef) (hq : (1 - g).PosSemidef) : 0 ≤ t1Reduced g := by
  -- particle and hole determinants are separately nonnegative
  rw [← det_add_det_one_sub]
  exact add_nonneg hp.det_nonneg hq.det_nonneg

/-- If `g` and `1 - g` are positive semidefinite, the expression vanishes exactly when both
`det g` and `det (1 - g)` vanish. -/
theorem t1Reduced_eq_zero_iff {g : Matrix (Fin 3) (Fin 3) ℂ}
    (hp : g.PosSemidef) (hq : (1 - g).PosSemidef) :
    t1Reduced g = 0 ↔ g.det = 0 ∧ (1 - g).det = 0 := by
  rw [← det_add_det_one_sub]
  exact add_eq_zero_iff_of_nonneg hp.det_nonneg hq.det_nonneg

/-- If `γ` and `1 - γ` are positive semidefinite in any finite basis, the expression is
nonnegative for the block `Cᴴ γ C` of `γ` on any three orthonormal orbitals. -/
theorem t1Reduced_orbitals_nonneg [Fintype n] {γ : Matrix n n ℂ}
    (hp : γ.PosSemidef) (hq : (1 - γ).PosSemidef)
    (C : Matrix n (Fin 3) ℂ) (hC : Cᴴ * C = 1) : 0 ≤ t1Reduced (Cᴴ * γ * C) := by
  -- orthonormality makes the hole block the complement of the particle block
  have h : 1 - Cᴴ * γ * C = Cᴴ * (1 - γ) * C := by
    rw [Matrix.mul_sub, Matrix.sub_mul, Matrix.mul_one, hC]
  apply t1Reduced_nonneg (hp.conjTranspose_mul_mul_same C)
  rw [h]
  exact hq.conjTranspose_mul_mul_same C

/-- For three distinct basis indices and `γ`, `1 - γ` positive semidefinite, the diagonal T1
element equals the expression evaluated on the block of `γ`, and this is nonnegative. -/
theorem t1Element_diag {γ : Matrix n n ℂ}
    (hp : γ.PosSemidef) (hq : (1 - γ).PosSemidef)
    (I : Fin 3 → n) (hI : Function.Injective I) :
    t1Element γ I I = t1Reduced (γ.submatrix I I) ∧ 0 ≤ t1Reduced (γ.submatrix I I) := by
  -- distinct indices: the block of the identity is the identity
  have h : (1 - γ).submatrix I I = 1 - γ.submatrix I I := by
    ext a b
    simp [Matrix.one_apply, hI.eq_iff]
  refine ⟨by rw [t1Element, h, det_add_det_one_sub], ?_⟩
  apply t1Reduced_nonneg (hp.submatrix I)
  rw [← h]
  exact hq.submatrix I

/-- For diagonal `g`, nonnegative occupations make `g` positive semidefinite, occupations at
most one make `1 - g` so, and the expression equals `x y z + (1 - x) (1 - y) (1 - z)`. -/
theorem occupations_spec (x y z : ℝ) :
    (0 ≤ x → 0 ≤ y → 0 ≤ z → (occupations x y z).PosSemidef) ∧
    (x ≤ 1 → y ≤ 1 → z ≤ 1 → (1 - occupations x y z).PosSemidef) ∧
    t1Reduced (occupations x y z) = (x * y * z + (1 - x) * (1 - y) * (1 - z) : ℂ) := by
  have hpos : ∀ a b c : ℝ, 0 ≤ a → 0 ≤ b → 0 ≤ c → (occupations a b c).PosSemidef := by
    intro a b c ha hb hc
    rw [occupations, posSemidef_diagonal_iff]
    intro i
    fin_cases i
    · exact Complex.zero_le_real.mpr ha
    · exact Complex.zero_le_real.mpr hb
    · exact Complex.zero_le_real.mpr hc
  -- hole occupations are one minus particle occupations
  have hsub : 1 - occupations x y z = occupations (1 - x) (1 - y) (1 - z) := by
    ext i j
    fin_cases i <;> fin_cases j <;> simp [occupations]
  refine ⟨hpos x y z, fun hx hy hz => ?_, ?_⟩
  · rw [hsub]
    exact hpos _ _ _ (by linarith) (by linarith) (by linarith)
  · rw [← det_add_det_one_sub, hsub]
    simp [occupations, det_diagonal, Fin.prod_univ_three]

/-- Occupations `(1, 0, 1/2)` and `(1/2, 1/2, 1/2)` meet both positivity conditions; the
expression is zero for the first and `1/4` for the second. -/
theorem t1Reduced_witness :
    ((occupations 1 0 (1 / 2)).PosSemidef ∧ (1 - occupations 1 0 (1 / 2)).PosSemidef ∧
      t1Reduced (occupations 1 0 (1 / 2)) = 0) ∧
    ((occupations (1 / 2) (1 / 2) (1 / 2)).PosSemidef ∧
      (1 - occupations (1 / 2) (1 / 2) (1 / 2)).PosSemidef ∧
      t1Reduced (occupations (1 / 2) (1 / 2) (1 / 2)) = 1 / 4) := by
  obtain ⟨a1, a2, a3⟩ := occupations_spec 1 0 (1 / 2)
  obtain ⟨b1, b2, b3⟩ := occupations_spec (1 / 2) (1 / 2) (1 / 2)
  refine ⟨⟨a1 (by norm_num) (by norm_num) (by norm_num),
    a2 (by norm_num) (by norm_num) (by norm_num), ?_⟩,
    ⟨b1 (by norm_num) (by norm_num) (by norm_num),
    b2 (by norm_num) (by norm_num) (by norm_num), ?_⟩⟩
  · rw [a3]; push_cast; norm_num
  · rw [b3]; push_cast; norm_num

/-- Occupations `(2, 0, 0)` have `g` positive semidefinite, occupations `(-1, 1, 1)` have
`1 - g` positive semidefinite, and in both cases the expression equals `-1`. -/
theorem t1Reduced_neg_of_one_condition :
    ((occupations 2 0 0).PosSemidef ∧ t1Reduced (occupations 2 0 0) = -1) ∧
    ((1 - occupations (-1) 1 1).PosSemidef ∧ t1Reduced (occupations (-1) 1 1) = -1) := by
  obtain ⟨a1, -, a3⟩ := occupations_spec 2 0 0
  obtain ⟨-, b2, b3⟩ := occupations_spec (-1) 1 1
  refine ⟨⟨a1 (by norm_num) (by norm_num) (by norm_num), ?_⟩,
    ⟨b2 (by norm_num) (by norm_num) (by norm_num), ?_⟩⟩
  · rw [a3]; push_cast; norm_num
  · rw [b3]; push_cast; norm_num

end

end QuasiFreeT1
```

```lean
#print axioms QuasiFreeT1.t1Element_eq
-- 'QuasiFreeT1.t1Element_eq' depends on axioms: [propext, Classical.choice, Quot.sound]
#print axioms QuasiFreeT1.t1Reduced_orbitals_nonneg
-- 'QuasiFreeT1.t1Reduced_orbitals_nonneg' depends on axioms: [propext, Classical.choice, Quot.sound]
#print axioms QuasiFreeT1.t1Element_diag
-- 'QuasiFreeT1.t1Element_diag' depends on axioms: [propext, Classical.choice, Quot.sound]
#print axioms QuasiFreeT1.t1Reduced_neg_of_one_condition
-- 'QuasiFreeT1.t1Reduced_neg_of_one_condition' depends on axioms: [propext, Classical.choice, Quot.sound]
```

## Expansions, blocks and numerical cases in the tactics

Both determinant identities are proved by expansion into matrix entries. In `det_add_det_sub`, `det_fin_three` writes each determinant as its six terms, `trace_fin_three` with `Matrix.mul_apply` and `Fin.sum_univ_three` writes out the traces of products, and `adjugate_fin_three` inserts the cofactors. What remains is a polynomial identity in the eighteen entries of \(S\) and \(g\), which `ring` closes; the column argument above is thus replaced by direct multiplication. The theorem `det_add_det_one_sub` does not go through the general identity. It follows the first expansion: `det_fin_two` writes out the minors, `simp` evaluates the entries of the unit matrix, and `ring` collects terms. In `t1Element_eq` the only further step is that a block of a difference is the difference of the blocks, checked entry by entry.

In `t1Reduced_nonneg` and `t1Reduced_eq_zero_iff` the identity is rewritten from right to left, so that the goal concerns the sum of two determinants. The terms `hp.det_nonneg` and `hq.det_nonneg` supply the eigenvalue argument from Mathlib, and `add_nonneg` or `add_eq_zero_iff_of_nonneg` finishes.

The two theorems in larger bases reduce to `t1Reduced_nonneg` and differ in how they identify the hole block. In `t1Reduced_orbitals_nonneg`, the step `h` distributes the product over \(1-\gamma\) and uses `hC`, as in the displayed line above, and `conjTranspose_mul_mul_same` transfers positivity from a matrix \(M\) to \(C^\dagger MC\), once for \(\gamma\) and once for \(1-\gamma\). In `t1Element_diag`, `hI.eq_iff` turns equality of \(I_a\) and \(I_b\) into equality of \(a\) and \(b\), which makes the block of the unit matrix the unit matrix, and `hp.submatrix I` and `hq.submatrix I` give positivity of the principal blocks.

In `occupations_spec`, `hpos` uses `posSemidef_diagonal_iff` to reduce positivity of a diagonal matrix to its three entries, and `hsub` identifies \(1-g\) with the matrix of hole occupations, so that `hpos` serves for both implications. The formula for \(t(g)\) comes from `det_diagonal`. The last two theorems insert the numbers and evaluate with `norm_num`.

## The partial order on complex numbers

The inequalities rest on the line `open scoped ComplexOrder`. It activates the order in which \(u\le w\) holds for complex numbers \(u,w\) when their imaginary parts are equal and \(\operatorname{Re}u\le\operatorname{Re}w\). This order is partial: \(0\) and the imaginary unit are not comparable. It is compatible with addition, so the general lemmas `add_nonneg` and `add_eq_zero_iff_of_nonneg` apply to complex determinants just as they do to real numbers. The conclusion `0 ≤ t1Reduced g` therefore contains two statements, that the imaginary part vanishes and that the real part is nonnegative, and no real parts have to be taken in the theorems. The same order gives meaning to the nonnegativity of the complex quadratic form inside `PosSemidef`. Real occupations enter through `Complex.zero_le_real`, which states that a real number viewed as complex is nonnegative exactly when it is nonnegative as a real number.

## Blocks of odd size

The column expansion works for a \(d\times d\) matrix \(g\) of any size \(d\). Let \(e_k(g)\) be the sum of the principal \(k\times k\) minors, with \(e_0=1\) and \(e_d=\det g\). Then \(\det(1-g)=\sum_{k=0}^{d}(-1)^ke_k(g)\). For odd \(d\) the last term is \(-\det g\), so
\[
\det g+\det(1-g)=\sum_{k=0}^{d-1}(-1)^ke_k(g),
\]
and the same two positivity conditions would make this sum nonnegative. At \(d=1\) it reads \(g+(1-g)=1\), and at \(d=5\) it involves minors up to size four. For even \(d\) the top terms add, and the cancellation occurs in the difference of the two determinants, which for \(d\ge2\) has no fixed sign under the two positivity conditions. The Lean source establishes the size \(d=3\) alone, and the statements for other \(d\) rest on the argument sketched here.
